# Plane-wave sums for a real density and a real, even local potential give a real energy and force when G and −G are both included

An electron density is real, so its Fourier coefficients come in conjugate pairs, ρ(−G) = conj ρ(G). If the coefficients used in a calculation break this symmetry, the plane-wave sums for the energy of an atom in the density and for the force on it can be complex. The file below proves that conjugate pairs make both sums real for a real, even potential on a finite set of wavevectors closed under negation. If the potential has no zero on the set, conjugate pairs are also necessary for the energy to be real at every position of the atom.

```lean
import Mathlib

open Matrix
open scoped ComplexConjugate

namespace PlaneWaveLocalForce

noncomputable section

variable {d : ℕ}

/-- The structure phase `exp(-i G·R)` of an atom at `R` for the wavevector `G`. -/
def phase (G R : Fin d → ℝ) : ℂ :=
  Complex.exp (-(Complex.I * ((G ⬝ᵥ R : ℝ) : ℂ)))

/-- The plane-wave sum `∑ v(G) exp(-i G·R) conj ρ(G)` for the interaction of an atom at `R`
with the density `ρ`, as a complex number. -/
def energy (S : Finset (Fin d → ℝ)) (v : (Fin d → ℝ) → ℝ) (ρ : (Fin d → ℝ) → ℂ)
    (R : Fin d → ℝ) : ℂ :=
  ∑ G ∈ S, (v G : ℂ) * phase G R * conj (ρ G)

/-- The plane-wave sum `∑ i (G·u) v(G) exp(-i G·R) conj ρ(G)`, as a complex number. -/
def forceSum (S : Finset (Fin d → ℝ)) (v : (Fin d → ℝ) → ℝ) (ρ : (Fin d → ℝ) → ℂ)
    (R u : Fin d → ℝ) : ℂ :=
  ∑ G ∈ S, Complex.I * ((G ⬝ᵥ u : ℝ) : ℂ) * (v G : ℂ) * phase G R * conj (ρ G)

/-- Complex conjugation of a structure phase reverses its wavevector. -/
theorem conj_phase (G R : Fin d → ℝ) : conj (phase G R) = phase (-G) R := by
  unfold phase
  rw [← Complex.exp_conj]
  congr 1
  simp [neg_dotProduct]

/-- A sum over a set of wavevectors closed under negation may be relabelled by `G → -G`. -/
theorem sum_neg_eq {S : Finset (Fin d → ℝ)} (hS : ∀ G ∈ S, -G ∈ S)
    (f : (Fin d → ℝ) → ℂ) : ∑ G ∈ S, f (-G) = ∑ G ∈ S, f G :=
  Finset.sum_nbij' (fun G => -G) (fun G => -G) hS hS
    (fun _ _ => neg_neg _) (fun _ _ => neg_neg _) (fun _ _ => rfl)

/-- If the terms at `G` and `-G` are complex conjugates, their sum over a set of wavevectors
closed under negation is real. -/
theorem sum_im_eq_zero {S : Finset (Fin d → ℝ)} (hS : ∀ G ∈ S, -G ∈ S)
    (f : (Fin d → ℝ) → ℂ) (hf : ∀ G ∈ S, f (-G) = conj (f G)) :
    (∑ G ∈ S, f G).im = 0 := by
  apply Complex.conj_eq_iff_im.mp
  rw [map_sum]
  exact (Finset.sum_congr rfl fun G hG => (hf G hG).symm).trans (sum_neg_eq hS f)

/-- The complex plane-wave energy has directional derivative `-forceSum` when the atom is
displaced along `u`. -/
theorem hasDerivAt_energy (S : Finset (Fin d → ℝ)) (v : (Fin d → ℝ) → ℝ)
    (ρ : (Fin d → ℝ) → ℂ) (R u : Fin d → ℝ) :
    HasDerivAt (fun t : ℝ => energy S v ρ (R + t • u)) (-forceSum S v ρ R u) 0 := by
  -- each phase brings down a factor `-i G·u`
  have hp : ∀ G : Fin d → ℝ, HasDerivAt (fun t : ℝ => phase G (R + t • u))
      (-(Complex.I * ((G ⬝ᵥ u : ℝ) : ℂ)) * phase G R) 0 := by
    intro G
    have h1 : HasDerivAt (fun t : ℝ => G ⬝ᵥ R + t * (G ⬝ᵥ u)) (G ⬝ᵥ u) 0 :=
      (((hasDerivAt_id' (0 : ℝ)).mul_const (G ⬝ᵥ u)).const_add (G ⬝ᵥ R)).congr_deriv
        (one_mul _)
    have h2 : HasDerivAt
        (fun t : ℝ => -(Complex.I * ((G ⬝ᵥ R + t * (G ⬝ᵥ u) : ℝ) : ℂ)))
        (-(Complex.I * ((G ⬝ᵥ u : ℝ) : ℂ))) 0 :=
      (h1.ofReal_comp.const_mul Complex.I).fun_neg
    have e : (fun t : ℝ => phase G (R + t • u)) =
        fun t : ℝ => Complex.exp (-(Complex.I * ((G ⬝ᵥ R + t * (G ⬝ᵥ u) : ℝ) : ℂ))) := by
      funext t
      simp only [phase, dotProduct_add, dotProduct_smul, smul_eq_mul]
    rw [e]
    refine h2.cexp.congr_deriv ?_
    simp only [phase, zero_mul, add_zero]
    ring
  unfold energy forceSum
  refine (HasDerivAt.fun_sum fun G _ =>
    ((hp G).const_mul (v G : ℂ)).mul_const (conj (ρ G))).congr_deriv ?_
  rw [← Finset.sum_neg_distrib]
  refine Finset.sum_congr rfl fun G _ => ?_
  ring

/-- On a finite wavevector set closed under negation, for an even real potential and a density with
`ρ(-G) = conj ρ(G)`, the plane-wave energy is real at every position, the sum `∑ i (G·u) v(G) exp(-i
G·R) conj ρ(G)` is real, and it equals minus the derivative of the energy along `u`. -/
theorem energy_real_and_force {S : Finset (Fin d → ℝ)} (hS : ∀ G ∈ S, -G ∈ S)
    {v : (Fin d → ℝ) → ℝ} (hv : ∀ G ∈ S, v (-G) = v G)
    {ρ : (Fin d → ℝ) → ℂ} (hρ : ∀ G ∈ S, ρ (-G) = conj (ρ G)) (R u : Fin d → ℝ) :
    (∀ R', (energy S v ρ R').im = 0) ∧ (forceSum S v ρ R u).im = 0 ∧
      HasDerivAt (fun t : ℝ => (energy S v ρ (R + t • u)).re)
        (-(forceSum S v ρ R u).re) 0 := by
  refine ⟨fun R' => ?_, ?_, ?_⟩
  · refine sum_im_eq_zero hS _ fun G hG => ?_
    simp only [map_mul, Complex.conj_ofReal, conj_phase, hv G hG, hρ G hG]
  · -- the sign of `i` and the sign of `G·u` change together
    refine sum_im_eq_zero hS _ fun G hG => ?_
    simp only [map_mul, Complex.conj_ofReal, Complex.conj_I, conj_phase, hv G hG, hρ G hG,
      neg_dotProduct, Complex.ofReal_neg]
    ring
  · have h := Complex.reCLM.hasFDerivAt.comp_hasDerivAt 0 (hasDerivAt_energy S v ρ R u)
    exact h.congr_deriv (by simp)

/-- The plane wave of wavevector `G` as a character of the group of translations. -/
def waveChar (G : Fin d → ℝ) : Multiplicative (Fin d → ℝ) →* ℂ where
  toFun R := phase G (Multiplicative.toAdd R)
  map_one' := by simp [phase]
  map_mul' x y := by
    simp only [phase, toAdd_mul, dotProduct_add, Complex.ofReal_add]
    rw [← Complex.exp_add]
    congr 1
    ring

/-- Different wavevectors give different plane waves. -/
theorem waveChar_injective : Function.Injective (waveChar (d := d)) := by
  intro G K h
  by_contra hne
  have hD : (G - K) ⬝ᵥ (G - K) ≠ 0 := fun h0 =>
    hne (sub_eq_zero.mp (dotProduct_self_eq_zero.mp h0))
  -- at this position the two waves are in antiphase
  let R : Fin d → ℝ := (Real.pi / ((G - K) ⬝ᵥ (G - K))) • (G - K)
  have hR : (G - K) ⬝ᵥ R = Real.pi := by
    change (G - K) ⬝ᵥ ((Real.pi / ((G - K) ⬝ᵥ (G - K))) • (G - K)) = Real.pi
    rw [dotProduct_smul, smul_eq_mul, div_mul_cancel₀ _ hD]
  have hG : G ⬝ᵥ R = K ⬝ᵥ R + Real.pi := by
    rw [sub_dotProduct] at hR
    linarith
  have h1 : phase G R = phase K R := DFunLike.congr_fun h (Multiplicative.ofAdd R)
  have h2 : phase G R = -phase K R := by
    have e : -(Complex.I * ((K ⬝ᵥ R + Real.pi : ℝ) : ℂ)) =
        -(Complex.I * ((K ⬝ᵥ R : ℝ) : ℂ)) + -((Real.pi : ℂ) * Complex.I) := by
      rw [Complex.ofReal_add]
      ring
    unfold phase
    rw [hG, e, Complex.exp_add, Complex.exp_neg ((Real.pi : ℂ) * Complex.I),
      Complex.exp_pi_mul_I, inv_neg, inv_one, mul_neg, mul_one]
  have h3 : phase K R = 0 := by linear_combination (h2 - h1) / 2
  exact Complex.exp_ne_zero _ h3

/-- For an even real potential with no zero on a finite wavevector set closed under negation, the
plane-wave energy is real at all atomic positions if and only if `ρ(-G) = conj ρ(G)` on that set. -/
theorem energy_real_iff {S : Finset (Fin d → ℝ)} (hS : ∀ G ∈ S, -G ∈ S)
    {v : (Fin d → ℝ) → ℝ} (hv : ∀ G ∈ S, v (-G) = v G) (hv0 : ∀ G ∈ S, v G ≠ 0)
    (ρ : (Fin d → ℝ) → ℂ) :
    (∀ R, (energy S v ρ R).im = 0) ↔ ∀ G ∈ S, ρ (-G) = conj (ρ G) := by
  refine ⟨fun h G hG => ?_, fun hρ => (energy_real_and_force hS hv hρ 0 0).1⟩
  -- the energy minus its conjugate is a vanishing combination of plane waves
  have key : ∀ R, ∑ K ∈ S, ((v K : ℂ) * (conj (ρ K) - ρ (-K))) * phase K R = 0 := by
    intro R
    have hc : conj (energy S v ρ R) = ∑ K ∈ S, (v K : ℂ) * phase K R * ρ (-K) := by
      unfold energy
      rw [map_sum]
      refine Eq.trans ?_ (sum_neg_eq hS (fun K => (v K : ℂ) * phase K R * ρ (-K)))
      refine Finset.sum_congr rfl fun K hK => ?_
      simp only [map_mul, Complex.conj_ofReal, conj_phase, Complex.conj_conj, neg_neg, hv K hK]
    calc ∑ K ∈ S, ((v K : ℂ) * (conj (ρ K) - ρ (-K))) * phase K R
        = energy S v ρ R - ∑ K ∈ S, (v K : ℂ) * phase K R * ρ (-K) := by
          unfold energy
          rw [← Finset.sum_sub_distrib]
          refine Finset.sum_congr rfl fun K _ => ?_
          ring
      _ = 0 := by rw [← hc, Complex.conj_eq_iff_im.mpr (h R), sub_self]
  -- distinct characters are linearly independent, so every coefficient vanishes
  have hli := (linearIndependent_monoidHom (Multiplicative (Fin d → ℝ)) ℂ).comp
    waveChar waveChar_injective
  have h0 := linearIndependent_iff'.mp hli S
    (fun K => (v K : ℂ) * (conj (ρ K) - ρ (-K)))
    (by
      funext R
      rw [Finset.sum_apply]
      exact key (Multiplicative.toAdd R)) G hG
  have h1 := (mul_eq_zero.mp h0).resolve_left (Complex.ofReal_ne_zero.mpr (hv0 G hG))
  exact (sub_eq_zero.mp h1).symm

end

end PlaneWaveLocalForce
```

```lean
#print axioms PlaneWaveLocalForce.energy_real_and_force
#print axioms PlaneWaveLocalForce.energy_real_iff
```

```
'PlaneWaveLocalForce.energy_real_and_force' depends on axioms: [propext, Classical.choice, Quot.sound]
'PlaneWaveLocalForce.energy_real_iff' depends on axioms: [propext, Classical.choice, Quot.sound]
```

## The energy of one atom in a fixed density

Place an atom at R, and let w(r − R) be the local potential that it exerts on the electrons. In a periodic cell, the potential and the density ρ(r) have Fourier series in exp(iG·r). Moving the atom from the origin to R multiplies the potential's coefficient v(G) by the structure phase exp(−iG·R). The integral of potential times density over the cell then pairs the coefficient at G with the density coefficient at −G, which for a real density is conj ρ(G). With the cell volume absorbed into v, the energy is

E(R) = Σ_G v(G) exp(−iG·R) conj ρ(G).

This sum is where the file starts; the integral behind it is only its physical reading.

Two of the three symmetry conditions describe the density and the potential, and the third describes the choice of wavevectors:

- A real density has ρ(−G) = conj ρ(G).
- A real potential that is symmetric under inversion through its atom, such as a spherical local pseudopotential, has real coefficients with v(−G) = v(G).
- A set of wavevectors closed under negation contains −G whenever it contains G, as does a cutoff sphere centred at the origin.

The force along a displacement direction u is minus the derivative of E(R + tu) at t = 0. The claim is that it equals

F = Σ_G i(G·u) v(G) exp(−iG·R) conj ρ(G),

and that this sum is real as well. For a unit vector u it is the component of the force along u; for any other u it is the force vector dotted with u.

For one atom, a finite set of wavevectors and a density held fixed, F has the form of the local-potential term in the Hellmann–Feynman force of a plane-wave electronic-structure calculation. Ion–ion forces, nonlocal pseudopotential terms and PAW corrections are not included.

## How the Lean statements express this

Vectors are functions `Fin d → ℝ`, and `⬝ᵥ` is their dot product. The dimension d is arbitrary, and d = 3 is the physical case. The set `S` is a `Finset` of such vectors, which need not lie on a reciprocal lattice. The type of `v` makes the potential coefficients real, while `ρ` takes complex values. Both are functions on all vectors, but only their values on `S` enter.

The definitions `phase`, `energy` and `forceSum` all return complex numbers. The hypotheses `hS`, `hv` and `hρ` are the three symmetry conditions, imposed only on members of `S`.

The theorem `energy_real_and_force` has three conclusions. The imaginary part of the energy is zero at every position `R'`. The imaginary part of `forceSum` is zero at the given `R` and `u`. The real function t ↦ Re E(R + tu) has derivative −Re F at t = 0. Since both imaginary parts vanish, the last conclusion says that the force is F itself. As `R` is arbitrary, this holds at every position.

The theorem `energy_real_iff` adds the hypothesis `hv0`, that v has no zero on `S`. Under it, the energy is real at all positions exactly when ρ(−G) = conj ρ(G) on `S`. The hypothesis is needed because a coefficient ρ(G) multiplied by v(G) = 0 does not affect the energy at all, so the energy says nothing about it.

If `energy` had been defined as a real number, by taking the real part of the sum, its reality would hold by definition and the equivalence could not be expressed through it. The derivative formula would survive with Re F on the right, even for a density without the conjugate symmetry, and the violation would go unnoticed.

## Why the terms at G and −G are conjugates

Conjugating a phase reverses its wavevector:

conj exp(−iG·R) = exp(iG·R) = exp(−i(−G)·R).

This is `conj_phase`. Write a(G) = v(G) exp(−iG·R) conj ρ(G) for one term of the energy. The symmetry conditions give

a(−G) = v(−G) exp(iG·R) conj ρ(−G)
= v(G) exp(iG·R) ρ(G)
= conj a(G).

The conjugate of the whole sum is therefore

conj Σ_G a(G) = Σ_G conj a(G) = Σ_G a(−G) = Σ_G a(G).

The last equality only relabels the terms, which is possible because negation maps S onto itself. A number equal to its own conjugate is real. In the file, `sum_neg_eq` does the relabelling, with negation as its own inverse, and `sum_im_eq_zero` draws the conclusion for any terms that are conjugate in this way. A term at G = 0 is its own partner, and the condition there says that ρ(0) is real.

The terms of the force sum are b(G) = i(G·u) a(G). For them,

b(−G) = i(−G·u) a(−G) = −i(G·u) conj a(G) = conj b(G),

so F is real by the same argument. The slip to avoid here is to conjugate i but to forget that G·u also changes sign under G → −G. That would give b(−G) = −conj b(G), and the force would seem to be purely imaginary.

The first two parts of the proof of `energy_real_and_force` apply `sum_im_eq_zero` to these two families of terms. In each, `simp` carries out the conjugations and inserts the symmetry conditions; for the force, `ring` then collects the signs.

## The derivative of the phases

Along the displacement, the exponent is linear in t:

G·(R + tu) = G·R + t(G·u).

The chain rule gives, at t = 0,

d/dt exp(−iG·(R + tu)) = −i(G·u) exp(−iG·R).

Multiplying by the constants v(G) and conj ρ(G) and summing over the finite set yields

d/dt E(R + tu) = −Σ_G i(G·u) v(G) exp(−iG·R) conj ρ(G) = −F.

This is `hasDerivAt_energy`, which needs none of the symmetry conditions. Inside it, `h1` differentiates the linear function of t, `h2` multiplies by −i, and `e` rewrites the phase along the path so that the rule for the complex exponential applies. The derivative of the sum is then taken term by term with `HasDerivAt.fun_sum`. The third part of `energy_real_and_force` takes the real part of this complex derivative, which is allowed because taking the real part is a continuous linear map (`Complex.reCLM`).

## Why a real energy forces conjugate pairs

Suppose that v is even and nowhere zero on S, and that E(R) is real for every R. Conjugating the energy and relabelling K → −K gives

conj E(R) = Σ_K v(K) exp(iK·R) ρ(K) = Σ_K v(K) exp(−iK·R) ρ(−K).

Since E(R) − conj E(R) = 0,

Σ_K v(K) [conj ρ(K) − ρ(−K)] exp(−iK·R) = 0 for all R.

This is the step `key` in the proof of `energy_real_iff`. It remains to show that a finite combination of different plane waves can vanish everywhere only if all its coefficients are zero.

Two different wavevectors G and K give different waves. With D = G − K, take the position R = πD/(D·D). Then D·R = π, so

exp(−iG·R) = exp(−iπ) exp(−iK·R) = −exp(−iK·R).

The waves are in antiphase at that position, and since a phase is never zero, they differ. This is `waveChar_injective`.

Now suppose that some combination Σ_K c(K) exp(−iK·R) vanishes for all R without all c(K) being zero, and choose one with the fewest nonzero coefficients. It has at least two, because a single phase times a nonzero number is not zero. Let G and L be two wavevectors with nonzero coefficients, and let s be a displacement at which their phases differ. Replacing R by R + s gives another vanishing combination, and subtracting exp(−iL·s) times the original leaves

Σ_K c(K) [exp(−iK·s) − exp(−iL·s)] exp(−iK·R) = 0.

The term with K = L has gone, the term with K = G remains, and no new term has appeared. This combination has fewer nonzero coefficients, which contradicts the choice.

The file takes this independence from Mathlib's `linearIndependent_monoidHom`, which concerns maps that turn products into products. Plane waves turn sums of displacements into products of phases, so `waveChar` describes them on `Multiplicative (Fin d → ℝ)`, the same vectors with addition written as multiplication. Injectivity transfers the independence to the family of waves labelled by their wavevectors.

Every coefficient v(G) [conj ρ(G) − ρ(−G)] is therefore zero, which is `h0`. Dividing out v(G) ≠ 0 leaves ρ(−G) = conj ρ(G). The opposite direction of the equivalence is the first conclusion of `energy_real_and_force`.
